# A finite torsional Fourier series is invariant under rotation by $2\pi/n$ exactly when every wave number not divisible by $n$ has zero coefficient

A torsion angle lives on a circle, so one must first decide how to represent a function of it and what $n$-fold symmetry means. Here the angle $t$ is an unrestricted real number in radians, and the potential is a finite sum of complex exponentials $e^{ikt}$ with integer wave numbers $k$, which makes it $2\pi$-periodic with no wrapping of angles. Symmetry of order $n \ge 1$ is a single equation, $f(t + 2\pi/n) = f(t)$ for every real $t$. The wave numbers range over an arbitrary finite set $s$ of integers, of which $-N, \dots, N$ is one case. This freedom is used for a real cosine term over a set $S$ of positive multiplicities, which expands over $S$ together with its negatives.

## The selection rule and its consequences

Let $s$ be a finite set of integers, $c_k$ complex coefficients, and

$$f(t) = \sum_{k \in s} c_k e^{ikt}.$$

For every integer $n \ge 1$,

$$f(t + 2\pi/n) = f(t) \text{ for all real } t \iff c_k = 0 \text{ for every } k \in s \text{ with } n \nmid k .$$

Three further statements follow. If $s = \{-N, \dots, N\}$ with $0 \le N < n$, an $n$-fold invariant $f$ is the constant $c_0$. For a second order $m \ge 1$, the series $f$ is both $n$-fold and $m$-fold invariant exactly when it is $\mathrm{lcm}(n,m)$-fold invariant. For a finite set $S$ of positive integers, real amplitudes $A_k$ and real phases $\delta_k$, the torsion term

$$V(t) = \sum_{k \in S} A_k \bigl(1 + \cos(kt - \delta_k)\bigr)$$

is $n$-fold invariant exactly when $A_k = 0$ for every $k \in S$ not divisible by $n$, whatever the phases are.

## Torsion fitting and hindered rotors

A routine that fits a one-dimensional torsional scan about a bond carrying an $n$-fold symmetric group can restrict its basis to a constant term (wave number $0$, which every $n$ divides) and the multiplicities $n, 2n, \dots$, each with a free phase, that is, with both a cosine and a sine. One direction of the rule says that such a basis always produces a symmetric curve. The other says that, among finite series, nothing symmetric is lost by the restriction, and that no choice of phases makes a term of another multiplicity symmetric. A parameter validator can therefore test the symmetry of a single-angle term $V$, with one amplitude per multiplicity, by integer divisibility, without evaluating energies.

The lcm statement covers a bond with symmetry at both ends. A rigid methyl group ($n = 3$) on a rigid frame with a twofold axis along the bond ($m = 2$) gives a sixfold potential, and a series truncated at $N \le 5$ then carries no barrier at all.

In a one-dimensional quantum hindered rotor with a finite-series potential $f$, the basis functions $e^{ipt}/\sqrt{2\pi}$ with integer $p$ are normalised on $[0, 2\pi]$, and the matrix element of $f$ between labels $p$ and $q$ is $c_{p-q}$, or zero if $p - q \notin s$. An $n$-fold potential thus couples only labels that agree modulo $n$.

## Orthogonality, shift and phase

The first step is the integral of one mode over a full turn. For an integer $m \ne 0$,

$$\int_0^{2\pi} e^{imt}\,dt = \frac{e^{2\pi i m} - 1}{im} = 0,$$

and for $m = 0$ the integrand is $1$ and the integral is $2\pi$.

The second step projects out a coefficient. For $j \in s$, multiply $f$ by $e^{-ijt}$ and integrate term by term:

$$\int_0^{2\pi} f(t)\, e^{-ijt}\,dt = \sum_{k \in s} c_k \int_0^{2\pi} e^{i(k-j)t}\,dt = 2\pi c_j .$$

Only $k = j$ survives. The factor $2\pi$ is the squared norm of the unnormalised mode, so $c_j = \frac{1}{2\pi}\int_0^{2\pi} f e^{-ijt}\,dt$. If two series over the same $s$, with coefficients $c_k$ and $d_k$, agree at all $t$, their projections agree, $2\pi c_j = 2\pi d_j$, and hence $c_j = d_j$.

The third step shifts the angle by a real $a$. Since $e^{ik(t+a)} = e^{ika}e^{ikt}$,

$$f(t + a) = \sum_{k \in s} \bigl(c_k e^{ika}\bigr) e^{ikt},$$

again a series over $s$.

The fourth step evaluates the phase at $a = 2\pi/n$. A complex exponential equals $1$ exactly when its argument is $2\pi i m$ for some integer $m$. Setting $ik \cdot 2\pi/n = 2\pi i m$, multiplying by $n$ and cancelling $2\pi i$ gives $k = nm$. So $e^{2\pi i k/n} = 1$ exactly when $n \mid k$.

The fifth step combines these. By the shift formula and uniqueness, invariance is equivalent to $c_k e^{2\pi i k/n} = c_k$ for each $k \in s$. If $n \mid k$ this holds for any $c_k$. If $n \nmid k$ the phase differs from $1$, and $c_k\,(e^{2\pi i k/n} - 1) = 0$ holds exactly when $c_k = 0$.

For $s = \{-N, \dots, N\}$ with $N < n$, the only multiple of $n$ with $|k| \le N$ is $0$, which leaves $c_0$. For two orders, a nonzero $c_k$ must have $k$ divisible by both $n$ and $m$, which is the same as divisible by $\mathrm{lcm}(n,m)$. For the real term, $2\cos x = e^{ix} + e^{-ix}$ with $x = kt - \delta_k$ gives

$$V(t) = \sum_{k \in S} A_k + \sum_{k \in S} \left[ \frac{A_k}{2} e^{-i\delta_k} e^{ikt} + \frac{A_k}{2} e^{i\delta_k} e^{-ikt} \right].$$

Write $-S$ for the set of negatives of elements of $S$. Because all $k \in S$ are positive, $S$ and $-S$ are disjoint and the brackets form a series over $S \cup (-S)$ in which each wave number occurs once. The constant cancels from both sides of the invariance equation. The coefficients at $\pm k$ have modulus $|A_k|/2$, so they vanish exactly when $A_k$ does, and $n \mid -k$ exactly when $n \mid k$.

## Definitions and theorems in Lean

`mode k t` is $e^{ikt}$, and `fourierSum s c` is $f$. The coefficients `c` form a function on all integers, but only the values on `s` enter, and no theorem constrains the others. No reality condition is imposed, so real potentials, for which the terms at $k$ and $-k$ have complex conjugate coefficients, are included along with complex functions. `IsNFold n f` is the invariance equation, defined for any value type so that it applies to both $f$ and $V$. `forceField S A δ` is $V$, with the sign convention $kt - \delta_k$ and no factor $1/2$: a parameter file that writes $\tfrac12 V_k(1 + \cos(\dots))$ with barrier parameter $V_k$ corresponds to $A_k = V_k/2$. Moving the zero of the angle from cis to trans changes $\delta_k$ by $k\pi$ and leaves the rule as it is. `cosCoeff A δ` lists the coefficients in the brackets above.

`nFold_iff` is the selection rule; taking `s` to be `Finset.Icc (-(N : ℤ)) N` gives the range $-N, \dots, N$. `nFold_constant`, `nFold_lcm` and `forceField_nFold_iff` are the three consequences. The hypothesis `hn : 1 ≤ n` excludes $n = 0$, where Lean evaluates $2\pi/0$ as $0$, every function would count as invariant and the equivalence would fail. At $n = 1$ both sides of the rule hold for every series. The hypothesis `hS` says that multiplicities are positive. Its role is to prevent cancellation between $k$ and $-k$: with $S = \{1, -1\}$, $A_1 = 1$, $A_{-1} = -1$ and zero phases, $V$ vanishes identically although $A_1 \ne 0$.

```lean
import Mathlib

open Complex Finset
open scoped Real

namespace TorsionalSymmetry

noncomputable section

/-- The Fourier mode `exp(i k t)` of the torsion angle `t`. -/
def mode (k : ℤ) (t : ℝ) : ℂ := Complex.exp (I * k * t)

/-- The finite Fourier series `∑ c_k exp(i k t)` over a finite set `s` of integer wave numbers. -/
def fourierSum (s : Finset ℤ) (c : ℤ → ℂ) (t : ℝ) : ℂ := ∑ k ∈ s, c k * mode k t

/-- A function of the torsion angle is `n`-fold invariant if `f(t + 2π/n) = f(t)` for all `t`. -/
def IsNFold {α : Type*} (n : ℕ) (f : ℝ → α) : Prop := ∀ t : ℝ, f (t + 2 * π / n) = f t

/-- The real torsion term `∑ A_k (1 + cos(k t - δ_k))` with amplitudes `A_k` and phases `δ_k`. -/
def forceField (S : Finset ℤ) (A δ : ℤ → ℝ) (t : ℝ) : ℝ :=
  ∑ k ∈ S, A k * (1 + Real.cos (k * t - δ k))

/-- The coefficients `(A_k/2) exp(-i δ_k)` for `k > 0` and `(A_{-k}/2) exp(i δ_{-k})` otherwise. -/
def cosCoeff (A δ : ℤ → ℝ) (k : ℤ) : ℂ :=
  if 0 < k then (A k : ℂ) / 2 * Complex.exp (-(I * δ k))
  else (A (-k) : ℂ) / 2 * Complex.exp (I * δ (-k))

/-- The integral of `exp(i m t)` over a full turn is `2π` for `m = 0` and zero otherwise. -/
theorem mode_integral (m : ℤ) :
    ∫ t in (0 : ℝ)..2 * π, mode m t = if m = 0 then (2 * π : ℂ) else 0 := by
  unfold mode
  split_ifs with h
  · subst h
    simp
  · have hc : (I * m : ℂ) ≠ 0 := mul_ne_zero I_ne_zero (by exact_mod_cast h)
    have e : I * m * ((2 * π : ℝ) : ℂ) = m * (2 * π * I) := by push_cast; ring
    rw [integral_exp_mul_complex hc, e, Complex.exp_int_mul_two_pi_mul_I]
    simp

/-- Integrating the series against `exp(-i j t)` over a full turn gives `2π c_j`
for each wave number `j` of the series. -/
theorem fourierSum_coefficient (s : Finset ℤ) (c : ℤ → ℂ) {j : ℤ} (hj : j ∈ s) :
    ∫ t in (0 : ℝ)..2 * π, fourierSum s c t * mode (-j) t = 2 * π * c j := by
  have hprod : ∀ t, fourierSum s c t * mode (-j) t = ∑ k ∈ s, c k * mode (k - j) t := by
    intro t
    unfold fourierSum mode
    rw [Finset.sum_mul]
    refine Finset.sum_congr rfl fun k _ => ?_
    rw [mul_assoc, ← Complex.exp_add]
    congr 2
    push_cast
    ring
  have hint : ∀ k ∈ s, IntervalIntegrable (fun t => c k * mode (k - j) t)
      MeasureTheory.volume 0 (2 * π) := by
    intro k _
    apply Continuous.intervalIntegrable
    unfold mode
    fun_prop
  simp_rw [hprod]
  rw [intervalIntegral.integral_finsetSum hint]
  -- orthogonality leaves only the term `k = j`
  simp_rw [intervalIntegral.integral_const_mul, mode_integral]
  rw [Finset.sum_eq_single j]
  · simp [mul_comm]
  · intro k _ hk
    rw [if_neg (sub_ne_zero.mpr hk), mul_zero]
  · intro h
    exact absurd hj h

/-- Two series over the same wave numbers agree at all angles iff their coefficients agree. -/
theorem fourierSum_unique (s : Finset ℤ) (c d : ℤ → ℂ) :
    (∀ t, fourierSum s c t = fourierSum s d t) ↔ ∀ k ∈ s, c k = d k := by
  constructor
  · intro h k hk
    have h1 := fourierSum_coefficient s c hk
    have h2 := fourierSum_coefficient s d hk
    have hf : fourierSum s c = fourierSum s d := funext h
    rw [hf] at h1
    have hπ : (2 * π : ℂ) ≠ 0 :=
      mul_ne_zero two_ne_zero (by exact_mod_cast Real.pi_ne_zero)
    exact mul_left_cancel₀ hπ (h1.symm.trans h2)
  · intro h t
    exact Finset.sum_congr rfl fun k hk => by rw [h k hk]

/-- Rotating the torsion angle by `a` multiplies each coefficient `c_k` by `exp(i k a)`. -/
theorem fourierSum_shift (s : Finset ℤ) (c : ℤ → ℂ) (t a : ℝ) :
    fourierSum s c (t + a) = fourierSum s (fun k => c k * mode k a) t := by
  unfold fourierSum mode
  refine Finset.sum_congr rfl fun k _ => ?_
  rw [mul_assoc (c k), ← Complex.exp_add]
  congr 2
  push_cast
  ring

/-- For `n ≥ 1` the phase `exp(i k 2π/n)` equals one iff `n` divides `k`. -/
theorem phase_eq_one_iff {n : ℕ} (hn : 1 ≤ n) (k : ℤ) :
    mode k (2 * π / n) = 1 ↔ (n : ℤ) ∣ k := by
  have hn' : (n : ℂ) ≠ 0 := by
    have : n ≠ 0 := by omega
    exact_mod_cast this
  unfold mode
  rw [Complex.exp_eq_one_iff]
  push_cast
  constructor
  · rintro ⟨m, hm⟩
    have h2 : I * k * (2 * π / n) * n = 2 * π * I * k := by field_simp
    have h3 : (k : ℂ) = n * m := by
      apply mul_left_cancel₀ Complex.two_pi_I_ne_zero
      linear_combination (n : ℂ) * hm - h2
    exact ⟨m, by exact_mod_cast h3⟩
  · rintro ⟨m, rfl⟩
    refine ⟨m, ?_⟩
    push_cast
    field_simp

/-- Selection rule: for `n ≥ 1`, a finite Fourier series is invariant under `t ↦ t + 2π/n`
iff `c_k = 0` for every wave number `k` of the series that `n` does not divide. -/
theorem nFold_iff {n : ℕ} (hn : 1 ≤ n) (s : Finset ℤ) (c : ℤ → ℂ) :
    IsNFold n (fourierSum s c) ↔ ∀ k ∈ s, ¬ (n : ℤ) ∣ k → c k = 0 := by
  -- invariance holds iff each coefficient is fixed by its phase
  have key : IsNFold n (fourierSum s c) ↔ ∀ k ∈ s, c k * mode k (2 * π / n) = c k := by
    unfold IsNFold
    simp only [fourierSum_shift]
    exact fourierSum_unique s (fun k => c k * mode k (2 * π / n)) c
  rw [key]
  refine forall₂_congr fun k _ => ⟨fun h hd => ?_, fun h => ?_⟩
  · by_contra hc
    exact hd ((phase_eq_one_iff hn k).1 (mul_left_cancel₀ hc (h.trans (mul_one _).symm)))
  · by_cases hd : (n : ℤ) ∣ k
    · rw [(phase_eq_one_iff hn k).2 hd, mul_one]
    · rw [h hd, zero_mul]

/-- An `n`-fold invariant series over wave numbers `-N, …, N` with `N < n` is the constant
`c_0`. -/
theorem nFold_constant {n N : ℕ} (hN : N < n) (c : ℤ → ℂ)
    (h : IsNFold n (fourierSum (Finset.Icc (-(N : ℤ)) N) c)) (t : ℝ) :
    fourierSum (Finset.Icc (-(N : ℤ)) N) c t = c 0 := by
  rw [nFold_iff (by omega)] at h
  unfold fourierSum
  rw [Finset.sum_eq_single 0]
  · simp [mode]
  · intro k hk hk0
    have hb := Finset.mem_Icc.1 hk
    have hd : ¬ (n : ℤ) ∣ k := fun hd =>
      hk0 (Int.eq_zero_of_abs_lt_dvd hd (abs_lt.2 ⟨by omega, by omega⟩))
    rw [h k hk hd, zero_mul]
  · intro h0
    exact absurd (Finset.mem_Icc.2 ⟨by omega, by omega⟩) h0

/-- For `n ≥ 1` and `m ≥ 1`, a finite Fourier series is both `n`-fold and `m`-fold invariant iff it
is `lcm(n, m)`-fold invariant. -/
theorem nFold_lcm {n m : ℕ} (hn : 1 ≤ n) (hm : 1 ≤ m) (s : Finset ℤ) (c : ℤ → ℂ) :
    IsNFold n (fourierSum s c) ∧ IsNFold m (fourierSum s c) ↔
      IsNFold (Nat.lcm n m) (fourierSum s c) := by
  rw [nFold_iff hn, nFold_iff hm, nFold_iff (Nat.lcm_pos hn hm)]
  simp only [Int.natCast_dvd, Nat.lcm_dvd_iff]
  constructor
  · rintro ⟨h1, h2⟩ k hk hd
    by_cases h : n ∣ k.natAbs
    · exact h2 k hk fun h' => hd ⟨h, h'⟩
    · exact h1 k hk h
  · intro h
    exact ⟨fun k hk hd => h k hk fun h' => hd h'.1, fun k hk hd => h k hk fun h' => hd h'.2⟩

/-- For positive multiplicities the torsion term is the constant `∑ A_k` plus the Fourier
series over the wave numbers `±k` with coefficients `cosCoeff`. -/
theorem forceField_eq {S : Finset ℤ} (hS : ∀ k ∈ S, 0 < k) (A δ : ℤ → ℝ) (t : ℝ) :
    (forceField S A δ t : ℂ) =
      ∑ k ∈ S, (A k : ℂ) + fourierSum (S ∪ S.image fun k => -k) (cosCoeff A δ) t := by
  have hdisj : Disjoint S (S.image fun k => -k) := by
    rw [Finset.disjoint_left]
    intro k hk hk'
    obtain ⟨j, hj, e⟩ := Finset.mem_image.1 hk'
    have e' : -j = k := e
    have h1 := hS k hk
    have h2 := hS j hj
    omega
  have hinj : Set.InjOn (fun k : ℤ => -k) S := fun a _ b _ h => neg_injective h
  unfold fourierSum forceField
  rw [Finset.sum_union hdisj, Finset.sum_image hinj, ← Finset.sum_add_distrib,
    ← Finset.sum_add_distrib]
  push_cast
  refine Finset.sum_congr rfl fun k hk => ?_
  have h1 := hS k hk
  have h2 : ¬ 0 < -k := by omega
  simp only [cosCoeff, if_pos h1, if_neg h2, neg_neg, mode]
  -- split the cosine into the modes `k` and `-k`
  have e0 := Complex.two_cos ((k : ℂ) * t - δ k)
  have e1 : Complex.exp (((k : ℂ) * t - δ k) * I) =
      Complex.exp (-(I * δ k)) * Complex.exp (I * k * t) := by
    rw [← Complex.exp_add]; congr 1; ring
  have e2 : Complex.exp (-((k : ℂ) * t - δ k) * I) =
      Complex.exp (I * δ k) * Complex.exp (I * ((-k : ℤ) : ℂ) * t) := by
    rw [← Complex.exp_add]; congr 1; push_cast; ring
  linear_combination (A k : ℂ) / 2 * e0 + (A k : ℂ) / 2 * e1 + (A k : ℂ) / 2 * e2

/-- For `n ≥ 1`, positive multiplicities and any phases, the torsion term
`∑ A_k (1 + cos(k t - δ_k))` is `n`-fold invariant iff `A_k = 0` whenever `n` does not
divide `k`. -/
theorem forceField_nFold_iff {n : ℕ} (hn : 1 ≤ n) {S : Finset ℤ} (hS : ∀ k ∈ S, 0 < k)
    (A δ : ℤ → ℝ) :
    IsNFold n (forceField S A δ) ↔ ∀ k ∈ S, ¬ (n : ℤ) ∣ k → A k = 0 := by
  have key : IsNFold n (forceField S A δ) ↔
      IsNFold n (fourierSum (S ∪ S.image fun k => -k) (cosCoeff A δ)) := by
    unfold IsNFold
    refine forall_congr' fun t => ?_
    rw [← Complex.ofReal_inj, forceField_eq hS A δ (t + 2 * π / n), forceField_eq hS A δ t,
      add_right_inj]
  rw [key, nFold_iff hn]
  constructor
  · intro h k hk hd
    have h0 := h k (Finset.mem_union_left _ hk) hd
    simpa [cosCoeff, hS k hk, Complex.exp_ne_zero] using h0
  · intro h k hk hd
    rcases Finset.mem_union.1 hk with hk | hk
    · simp [cosCoeff, hS k hk, h k hk hd]
    · obtain ⟨j, hj, rfl⟩ := Finset.mem_image.1 hk
      have hA : A j = 0 := h j hj fun x => hd (dvd_neg.2 x)
      have h1 := hS j hj
      have h2 : ¬ 0 < -j := by omega
      simp only [cosCoeff, if_neg h2, neg_neg, hA]
      simp

end

end TorsionalSymmetry
```

```lean
#print axioms TorsionalSymmetry.nFold_iff
-- 'TorsionalSymmetry.nFold_iff' depends on axioms: [propext, Classical.choice, Quot.sound]
#print axioms TorsionalSymmetry.nFold_constant
-- 'TorsionalSymmetry.nFold_constant' depends on axioms: [propext, Classical.choice, Quot.sound]
#print axioms TorsionalSymmetry.nFold_lcm
-- 'TorsionalSymmetry.nFold_lcm' depends on axioms: [propext, Classical.choice, Quot.sound]
#print axioms TorsionalSymmetry.forceField_nFold_iff
-- 'TorsionalSymmetry.forceField_nFold_iff' depends on axioms: [propext, Classical.choice, Quot.sound]
```

## How the lemmas follow the five steps

`mode_integral` is the first step: the case $m \ne 0$ uses the antiderivative formula `integral_exp_mul_complex` and then `Complex.exp_int_mul_two_pi_mul_I` for $e^{2\pi i m} = 1$. In `fourierSum_coefficient`, `hprod` merges the exponentials into `mode (k - j) t`, `hint` derives integrability of each term from continuity, which permits term-by-term integration, and `Finset.sum_eq_single j` discards the terms with $k \ne j$. `fourierSum_unique` applies this to both series and cancels $2\pi$. `fourierSum_shift` is the third step, term by term.

`phase_eq_one_iff` starts from `Complex.exp_eq_one_iff`, which supplies the integer $m$; `h2` clears the denominator $n$ and `h3` cancels $2\pi i$ to reach $k = nm$. In `nFold_iff`, `key` is the reduction to $c_k e^{2\pi i k/n} = c_k$. The forward direction assumes $c_k \ne 0$, cancels it, finds the phase equal to $1$ and contradicts $n \nmid k$. The backward direction splits on whether $n$ divides $k$.

`nFold_constant` uses `Int.eq_zero_of_abs_lt_dvd`, the statement that a multiple of $n$ smaller than $n$ in absolute value is zero. `nFold_lcm` rewrites all three invariances by the rule, passes to divisibility of $|k|$ and applies `Nat.lcm_dvd_iff`. `forceField_eq` is the displayed expansion of $V$: `hdisj` and `hinj` split the sum over $S \cup (-S)$ into two sums over $S$, and `e0`, `e1`, `e2` are the cosine identity and the factorisations of its two exponentials. `forceField_nFold_iff` removes the constant with `add_right_inj`, applies `nFold_iff`, and uses `Complex.exp_ne_zero` to pass from a vanishing coefficient to $A_k = 0$.

## Limits: one angle, exact symmetry, finite sums

The $n$-fold symmetry is a hypothesis. It stands for equivalent atoms being carried into one another by the rotation while the remaining coordinates are rigid or follow symmetrically, and it is not derived from a molecular geometry. The potential depends on one angle, with no coupling to bends, stretches or other torsions, and the series is finite.

`forceField` has one amplitude and one phase per multiplicity. A force field may sum several dihedral terms about the same bond, at offset angles, and these can cancel: $\cos t + \cos(t + 2\pi/3) + \cos(t + 4\pi/3) = 0$. The rule constrains the total after terms of equal multiplicity have been combined into one amplitude and phase, up to an additive constant that does not affect invariance, and places no condition on the individual atom quartets.

The statements are exact and concern real numbers. They give no bound on $|c_k|$ for a curve that is symmetric only up to a tolerance, and say nothing on rounding. Invariance is required at all real $t$; on a uniform grid of $M$ angles the wave numbers $k$ and $k + M$ are indistinguishable, so a check at grid points is a weaker condition when the grid is too coarse for the wave numbers present.

## Invariance up to a phase

The same steps would treat finite series that return to themselves only up to a phase, as torsional wave functions expanded in a finite basis may. For an integer $\sigma$, the condition $f(t + 2\pi/n) = e^{2\pi i \sigma/n} f(t)$ becomes $c_k e^{2\pi i (k - \sigma)/n} = c_k$ by shift and uniqueness, so $c_k = 0$ unless $n \mid k - \sigma$. For $n = 3$ the class $\sigma = 0$ gives the A states of a one-dimensional methyl rotor and $\sigma = \pm 1$ the E states. This variant, the rotor matrix elements and the cancellation examples are informal arguments with no theorem in the file behind them.
